# The Feynman–Bijl upper bound on the energy gap of a finite-dimensional Hamiltonian

To bound the gap above a ground state $u$ by averages in $u$ alone, one must first say what the next level means when the ground level may be degenerate. Here it enters as a real number $E_1$ such that every eigenvector of the Hamiltonian $H$ orthogonal to $u$ has energy at least $E_1$.

```lean
import Mathlib

open Module

namespace FeynmanBijl

noncomputable section

variable {V : Type*} [NormedAddCommGroup V] [InnerProductSpace ℂ V]

/-- The real part of `⟨u, A u⟩`; for Hermitian `A` and a unit vector `u`, the mean of `A` in `u`. -/
def mean (A : V →ₗ[ℂ] V) (u : V) : ℝ := (inner ℂ u (A u)).re

/-- The variance `‖A u‖² - ⟨u, A u⟩²` of a Hermitian `A` in a unit state `u`. -/
def variance (A : V →ₗ[ℂ] V) (u : V) : ℝ := ‖A u‖ ^ 2 - mean A u ^ 2

/-- The double commutator `[A, [H, A]]`. -/
def doubleCommutator (H A : V →ₗ[ℂ] V) : V →ₗ[ℂ] V :=
  A ∘ₗ (H ∘ₗ A - A ∘ₗ H) - (H ∘ₗ A - A ∘ₗ H) ∘ₗ A

/-- The (unnormalised) single-mode state `A u - ⟨u, A u⟩ u` of a Hermitian `A` and a unit vector
`u`. -/
def singleMode (A : V →ₗ[ℂ] V) (u : V) : V := A u - (mean A u : ℂ) • u

/-- Every eigenvector of `H` that is orthogonal to `u` and has a real eigenvalue has eigenvalue at
least `E1`. -/
def LevelsAbove (H : V →ₗ[ℂ] V) (u : V) (E1 : ℝ) : Prop :=
  ∀ (v : V) (e : ℝ), v ≠ 0 → inner ℂ u v = 0 → H v = (e : ℂ) • v → E1 ≤ e

/-- The inner product of a vector with itself is its squared norm. -/
lemma inner_self_sq (x : V) : inner ℂ x x = ((‖x‖ ^ 2 : ℝ) : ℂ) :=
  (inner_self_eq_norm_sq_to_K x).trans (Complex.ofReal_pow _ _).symm

/-- For Hermitian `A` and a unit vector `u`, the single-mode state is orthogonal to `u`
and its squared norm is the variance of `A`. -/
theorem singleMode_geometry {A : V →ₗ[ℂ] V} (hA : A.IsSymmetric) {u : V} (h1 : ‖u‖ = 1) :
    inner ℂ u (singleMode A u) = 0 ∧ ‖singleMode A u‖ ^ 2 = variance A u := by
  have hm : inner ℂ u (A u) = (mean A u : ℂ) :=
    (Complex.conj_eq_iff_re.1 (by rw [inner_conj_symm]; exact hA u u)).symm
  have hm' : inner ℂ (A u) u = (mean A u : ℂ) := (hA u u).trans hm
  have huu : inner ℂ u u = (1 : ℂ) := by rw [inner_self_sq, h1]; norm_num
  constructor
  · rw [singleMode, inner_sub_right, inner_smul_right, hm, huu]
    ring
  · have h : inner ℂ (singleMode A u) (singleMode A u)
        = inner ℂ (A u) (A u) - (mean A u : ℂ) ^ 2 := by
      simp only [singleMode, inner_sub_left, inner_sub_right, inner_smul_left,
        inner_smul_right, Complex.conj_ofReal, hm, hm', huu]
      ring
    rw [inner_self_sq, inner_self_sq] at h
    unfold variance
    exact_mod_cast h

/-- Sum rule: for Hermitian `H`, `A` and `H u = E0 u`, the real part of `⟨u, [A, [H, A]] u⟩` is
`2 (⟨φ, H φ⟩ - E0 ‖φ‖²)`, where `φ` is `singleMode A u`. -/
theorem sum_rule {H A : V →ₗ[ℂ] V} (hH : H.IsSymmetric) (hA : A.IsSymmetric) {u : V}
    {E0 : ℝ} (hu : H u = (E0 : ℂ) • u) :
    mean (doubleCommutator H A) u
      = 2 * (mean H (singleMode A u) - E0 * ‖singleMode A u‖ ^ 2) := by
  -- move `H` and `A` onto the state `u` on the left
  have eH : ∀ x, inner ℂ u (H x) = (E0 : ℂ) * inner ℂ u x := fun x => by
    rw [← hH u x, hu, inner_smul_left, Complex.conj_ofReal]
  have eA : ∀ x, inner ℂ u (A x) = inner ℂ (A u) x := fun x => (hA u x).symm
  have h : inner ℂ u (doubleCommutator H A u) = ((2 : ℝ) : ℂ) *
      (inner ℂ (singleMode A u) (H (singleMode A u))
        - ((E0 * ‖singleMode A u‖ ^ 2 : ℝ) : ℂ)) := by
    rw [Complex.ofReal_mul E0, ← inner_self_sq]
    simp only [doubleCommutator, singleMode, LinearMap.sub_apply, LinearMap.comp_apply,
      map_sub, map_smul, hu, inner_sub_left, inner_sub_right, inner_smul_left,
      inner_smul_right, Complex.conj_ofReal, eH, eA, Complex.ofReal_ofNat]
    ring
  rw [mean, h, Complex.re_ofReal_mul, Complex.sub_re, Complex.ofReal_re, mean]

/-- In finite dimension, if `u` is an eigenvector of the Hermitian `H` and all eigenvectors
orthogonal to `u` have energy at least `E1`, then `⟨y, H y⟩ ≥ E1 ‖y‖²` for every `y` orthogonal to
`u`. -/
theorem rayleigh_bound [FiniteDimensional ℂ V] {H : V →ₗ[ℂ] V} (hH : H.IsSymmetric) {u : V}
    {E0 E1 : ℝ} (hu : H u = (E0 : ℂ) • u) (gap : LevelsAbove H u E1) {y : V}
    (hy : inner ℂ u y = 0) : E1 * ‖y‖ ^ 2 ≤ mean H y := by
  have mem : ∀ v : V, v ∈ (Submodule.span ℂ {u})ᗮ ↔ inner ℂ u v = 0 := fun v =>
    Submodule.mem_orthogonal_singleton_iff_inner_right
  have hK : ∀ v ∈ (Submodule.span ℂ {u})ᗮ, H v ∈ (Submodule.span ℂ {u})ᗮ := by
    intro v hv
    rw [mem] at hv ⊢
    rw [← hH u v, hu, inner_smul_left, hv, mul_zero]
  -- eigenbasis of `H` on the orthogonal complement of `u`
  have hT := hH.restrict_invariant hK
  let b := hT.eigenvectorBasis rfl
  let l := hT.eigenvalues rfl
  have hb : ∀ i, H (b i : V) = (l i : ℂ) • (b i : V) := fun i =>
    congrArg Subtype.val (hT.apply_eigenvectorBasis rfl i)
  have hl : ∀ i, E1 ≤ l i := fun i =>
    gap (b i) (l i) (fun h => b.orthonormal.ne_zero i (Subtype.ext h))
      ((mem _).1 (b i).2) (hb i)
  have hy' := (mem y).2 hy
  have h1 : inner ℂ y (H y) = ∑ i, inner ℂ y (b i : V) * inner ℂ (b i : V) (H y) :=
    (b.sum_inner_mul_inner ⟨y, hy'⟩ ⟨H y, hK y hy'⟩).symm
  have h2 : inner ℂ y y = ∑ i, inner ℂ y (b i : V) * inner ℂ (b i : V) y :=
    (b.sum_inner_mul_inner ⟨y, hy'⟩ ⟨y, hy'⟩).symm
  have key : inner ℂ y (H y) - (E1 : ℂ) * inner ℂ y y
      = ((∑ i, (l i - E1) * Complex.normSq (inner ℂ (b i : V) y) : ℝ) : ℂ) := by
    rw [h1, h2, Finset.mul_sum, ← Finset.sum_sub_distrib, Complex.ofReal_sum]
    refine Finset.sum_congr rfl fun i _ => ?_
    rw [← hH (b i) y, hb i, inner_smul_left, Complex.conj_ofReal, Complex.ofReal_mul,
      Complex.normSq_eq_conj_mul_self, inner_conj_symm, Complex.ofReal_sub]
    ring
  have pos : 0 ≤ ∑ i, (l i - E1) * Complex.normSq (inner ℂ (b i : V) y) :=
    Finset.sum_nonneg fun i _ => mul_nonneg (sub_nonneg.2 (hl i)) (Complex.normSq_nonneg _)
  have hre := congrArg Complex.re key
  rw [inner_self_sq, Complex.sub_re, Complex.re_ofReal_mul, Complex.ofReal_re,
    Complex.ofReal_re] at hre
  unfold mean
  linarith

/-- Under the hypotheses of `rayleigh_bound`, a vector `y` orthogonal to `u` with
`⟨y, H y⟩ = E1 ‖y‖²` satisfies `H y = E1 y`. -/
theorem eigen_of_rayleigh_eq [FiniteDimensional ℂ V] {H : V →ₗ[ℂ] V} (hH : H.IsSymmetric)
    {u : V} {E0 E1 : ℝ} (hu : H u = (E0 : ℂ) • u) (gap : LevelsAbove H u E1) {y : V}
    (hy : inner ℂ u y = 0) (heq : mean H y = E1 * ‖y‖ ^ 2) : H y = (E1 : ℂ) • y := by
  obtain ⟨w, hw⟩ : ∃ w, w = H y - (E1 : ℂ) • y := ⟨_, rfl⟩
  have huw : inner ℂ u w = 0 := by
    rw [hw, inner_sub_right, ← hH u y, hu, inner_smul_left, inner_smul_right, hy]
    ring
  have hn := inner_sub_right (𝕜 := ℂ) w (H y) ((E1 : ℂ) • y)
  rw [← hw, inner_smul_right, inner_self_sq] at hn
  have hN := congrArg Complex.re hn
  rw [Complex.ofReal_re, Complex.sub_re, Complex.re_ofReal_mul] at hN
  -- vary `y` along the residual `w`
  have ex : ∀ (S : V →ₗ[ℂ] V), S.IsSymmetric → ∀ t : ℝ,
      (inner ℂ (y + (t : ℂ) • w) (S (y + (t : ℂ) • w))).re = (inner ℂ y (S y)).re
        + 2 * t * (inner ℂ w (S y)).re + t ^ 2 * (inner ℂ w (S w)).re := by
    intro S hS t
    have hs : (inner ℂ y (S w)).re = (inner ℂ w (S y)).re := by
      rw [← hS y w, ← inner_conj_symm (S y) w, Complex.conj_re]
    simp only [map_add, map_smul, inner_add_left, inner_add_right, inner_smul_left,
      inner_smul_right, Complex.conj_ofReal, Complex.add_re, Complex.re_ofReal_mul, hs]
    ring
  have hq := rayleigh_bound hH hu gap huw
  obtain ⟨q, hqd⟩ : ∃ q, q = mean H w - E1 * ‖w‖ ^ 2 := ⟨_, rfl⟩
  have hq0 : 0 ≤ q := by linarith
  obtain ⟨c, hc⟩ : ∃ c : ℝ, c * (q + 1) = ‖w‖ ^ 2 :=
    ⟨‖w‖ ^ 2 / (q + 1), div_mul_cancel₀ _ (by linarith)⟩
  have hb := rayleigh_bound hH hu gap (y := y + ((-c : ℝ) : ℂ) • w)
    (by rw [inner_add_right, inner_smul_right, hy, huw]; ring)
  have e1 := ex H hH (-c)
  have e2 := ex LinearMap.id (fun _ _ => rfl) (-c)
  simp only [LinearMap.id_apply, inner_self_sq, Complex.ofReal_re] at e2
  unfold mean at hb heq hqd
  rw [e1, e2] at hb
  have h0 : 0 ≤ -2 * c * ‖w‖ ^ 2 + c ^ 2 * q := by
    rw [hqd, hN] at *
    linarith
  rw [← hc] at h0
  have hc2 : c ^ 2 = 0 := by
    nlinarith [sq_nonneg c, mul_nonneg (sq_nonneg c) hq0]
  have hc0 : c = 0 := pow_eq_zero_iff (two_ne_zero) |>.1 hc2
  rw [hc0, zero_mul] at hc
  have hw0 : w = 0 := norm_eq_zero.1 (pow_eq_zero_iff (two_ne_zero) |>.1 hc.symm)
  exact sub_eq_zero.1 (hw.symm.trans hw0)

/-- Feynman-Bijl bound: on a finite-dimensional space, let `H`, `A` be Hermitian, `u` a unit
eigenvector of `H` with energy `E0`, and let all eigenvectors orthogonal to `u` have energy at least
`E1`. If `A` has positive variance in `u`, then `E1 - E0` is at most the mean of `[A, [H, A]]` over
twice that variance. -/
theorem feynman_bijl_bound [FiniteDimensional ℂ V] {H A : V →ₗ[ℂ] V} (hH : H.IsSymmetric)
    (hA : A.IsSymmetric) {u : V} (h1 : ‖u‖ = 1) {E0 E1 : ℝ} (hu : H u = (E0 : ℂ) • u)
    (gap : LevelsAbove H u E1) (hs : 0 < variance A u) :
    E1 - E0 ≤ mean (doubleCommutator H A) u / (2 * variance A u) := by
  obtain ⟨ho, hn⟩ := singleMode_geometry hA h1
  have hr := rayleigh_bound hH hu gap ho
  rw [le_div_iff₀ (by linarith), sum_rule hH hA hu, hn]
  rw [hn] at hr
  linarith

/-- Under the hypotheses of the Feynman-Bijl bound, equality holds exactly when the single-mode
state `φ` satisfies `H φ = E1 φ`. -/
theorem feynman_bijl_eq_iff [FiniteDimensional ℂ V] {H A : V →ₗ[ℂ] V} (hH : H.IsSymmetric)
    (hA : A.IsSymmetric) {u : V} (h1 : ‖u‖ = 1) {E0 E1 : ℝ} (hu : H u = (E0 : ℂ) • u)
    (gap : LevelsAbove H u E1) (hs : 0 < variance A u) :
    E1 - E0 = mean (doubleCommutator H A) u / (2 * variance A u) ↔
      H (singleMode A u) = (E1 : ℂ) • singleMode A u := by
  obtain ⟨ho, hn⟩ := singleMode_geometry hA h1
  rw [eq_div_iff (by linarith), sum_rule hH hA hu, hn]
  constructor
  · intro h
    exact eigen_of_rayleigh_eq hH hu gap ho (by rw [hn]; linarith)
  · intro h
    have hm : mean H (singleMode A u) = E1 * variance A u := by
      rw [mean, h, inner_smul_right, inner_self_sq, Complex.re_ofReal_mul,
        Complex.ofReal_re, hn]
    rw [hm]
    ring

/-- The two-level Hamiltonian `diag(0, Δ)`. -/
def levelH (Δ : ℝ) : EuclideanSpace ℂ (Fin 2) →ₗ[ℂ] EuclideanSpace ℂ (Fin 2) where
  toFun x := !₂[0, (Δ : ℂ) * x 1]
  map_add' x y := by ext i; fin_cases i <;> simp [mul_add]
  map_smul' c x := by ext i; fin_cases i <;> simp [mul_left_comm]

/-- The flip operator, which exchanges the two levels. -/
def flip : EuclideanSpace ℂ (Fin 2) →ₗ[ℂ] EuclideanSpace ℂ (Fin 2) where
  toFun x := !₂[x 1, x 0]
  map_add' x y := by ext i; fin_cases i <;> simp
  map_smul' c x := by ext i; fin_cases i <;> simp

/-- The two-level Hamiltonian, the flip operator and the state `(1, 0)` meet all hypotheses of
the Feynman-Bijl bound with `E0 = 0` and `E1 = Δ`, and the bound is an equality. -/
theorem feynman_bijl_witness (Δ : ℝ) :
    (levelH Δ).IsSymmetric ∧ flip.IsSymmetric ∧ ‖(!₂[1, 0] : EuclideanSpace ℂ (Fin 2))‖ = 1 ∧
    levelH Δ !₂[1, 0] = ((0 : ℝ) : ℂ) • !₂[1, 0] ∧ LevelsAbove (levelH Δ) !₂[1, 0] Δ ∧
    0 < variance flip !₂[1, 0] ∧
    Δ - 0 = mean (doubleCommutator (levelH Δ) flip) !₂[1, 0]
      / (2 * variance flip !₂[1, 0]) := by
  have hv : variance flip !₂[1, 0] = 1 := by
    simp [variance, mean, flip, EuclideanSpace.norm_sq_eq, PiLp.inner_apply, Fin.sum_univ_two]
  have hd : mean (doubleCommutator (levelH Δ) flip) !₂[1, 0] = 2 * Δ := by
    simp [mean, doubleCommutator, levelH, flip, PiLp.inner_apply, Fin.sum_univ_two]
    ring
  refine ⟨fun x y => ?_, fun x y => ?_, ?_, ?_, ?_, ?_, ?_⟩
  · simp [levelH, PiLp.inner_apply, Fin.sum_univ_two]
    ring
  · simp [flip, PiLp.inner_apply, Fin.sum_univ_two]
    ring
  · simp [EuclideanSpace.norm_eq, Fin.sum_univ_two]
  · ext i
    fin_cases i <;> simp [levelH]
  · intro v e hne h0 he
    have h0' : v 0 = 0 := by simpa [PiLp.inner_apply, Fin.sum_univ_two] using h0
    have h1 : (Δ : ℂ) * v 1 = (e : ℂ) * v 1 :=
      congrArg (fun x : EuclideanSpace ℂ (Fin 2) => x 1) he
    have hv1 : v 1 ≠ 0 := fun h => hne (by ext i; fin_cases i <;> simp [h0', h])
    exact (Complex.ofReal_injective (mul_right_cancel₀ hv1 h1)).le
  · rw [hv]
    exact one_pos
  · rw [hv, hd]
    ring

end

end FeynmanBijl
```

```lean
#print axioms FeynmanBijl.feynman_bijl_bound
#print axioms FeynmanBijl.feynman_bijl_eq_iff
```

```
'FeynmanBijl.feynman_bijl_bound' depends on axioms: [propext, Classical.choice, Quot.sound]
'FeynmanBijl.feynman_bijl_eq_iff' depends on axioms: [propext, Classical.choice, Quot.sound]
```

## The gap and the double commutator

Let $H$ and $A$ be Hermitian, let $u$ be a unit vector with $Hu=E_0u$, and write $m=\langle u,Au\rangle$ and $s=\|Au\|^2-m^2$. If $s>0$, `feynman_bijl_bound` states

$$E_1-E_0\le\frac{\langle u,[A,[H,A]]u\rangle}{2s}.$$

In Lean, $H$ and $A$ are linear maps on a finite-dimensional complex inner product space $V$, and `IsSymmetric` says that they are Hermitian. The number $s$ is `variance A u`, and the condition on $E_1$ is `LevelsAbove H u E1`. The number `mean H y` is the real part of $\langle y,Hy\rangle$, which is the expectation value of $H$ when $y$ is a unit vector.

No hypothesis says that $u$ is the ground state; that is the case of physical interest. The best $E_1$ is then the second eigenvalue counted with multiplicity. For a degenerate ground level this equals $E_0$, and the bound says nothing about the next distinct level.

Physically, $A$ creates a trial excitation, the single-mode state $\varphi=Au-mu$ (`singleMode`). For a finite spin cluster, or a Hamiltonian matrix in a finite basis, the theorem turns averages in the exact ground state into an upper limit on the gap. For liquid helium, Feynman's trial excitation uses the density wave $\sum_j e^{ik\cdot r_j}$, where $r_j$ are the positions of the atoms and $k$ is a wave vector. This operator is not Hermitian, though its real part $\sum_j\cos(k\cdot r_j)$ is. Carrying the argument over to that liquid also requires an infinite-dimensional space and an unbounded kinetic energy, which the hypotheses here exclude. Moreover, Feynman's bound limits the lowest excitation energy at each wave vector $k$, whereas the theorem here does not sort the levels by wave vector and limits only the lowest excitation energy of all.

## The energy of the single-mode state

Since $A$ is Hermitian, $m$ is real. Hence $\langle u,\varphi\rangle=m-m=0$ and
$$\|\varphi\|^2=\|Au\|^2-2m^2+m^2=s.$$
This is `singleMode_geometry`; the normalised trial state is $\varphi/\sqrt s$.

Next, $[A,[H,A]]=2AHA-A^2H-HA^2$. Letting $H$ act on $u$ in the last two terms gives
$$\langle u,[A,[H,A]]u\rangle=2\langle Au,(H-E_0)Au\rangle=2\langle\varphi,(H-E_0)\varphi\rangle.$$
The second equality holds because $Au=\varphi+mu$ and $(H-E_0)u=0$. In `sum_rule`, the auxiliary facts `eH` and `eA` move the operators onto the left-hand $u$, and `ring` compares the expanded expressions.

It remains to bound the energy of $\varphi$ from below. If $\langle u,y\rangle=0$, then $\langle u,Hy\rangle=E_0\langle u,y\rangle=0$, so $H$ maps the orthogonal complement of $u$ into itself. Take an orthonormal eigenbasis $b_i$ there, with energies $l_i\ge E_1$. Then
$$\langle y,Hy\rangle-E_1\|y\|^2=\sum_i(l_i-E_1)|\langle b_i,y\rangle|^2\ge0.$$
The theorem `rayleigh_bound` follows this expansion: `hK` is the invariance, `key` the identity and `pos` the sign of the sum.

For $y=\varphi$ this gives $\langle\varphi,H\varphi\rangle\ge E_1s$. The sum rule then yields $\langle u,[A,[H,A]]u\rangle\ge2(E_1-E_0)s$, and division by $2s>0$ completes the bound.

## Equality means an exact eigenstate

By `feynman_bijl_eq_iff`, equality holds exactly when $H\varphi=E_1\varphi$. After multiplication by $2s$, equality reads $\langle\varphi,H\varphi\rangle=E_1s$, which plainly follows from the eigenvalue equation.

For the converse, `eigen_of_rayleigh_eq` takes any $y$ orthogonal to $u$ with $\langle y,Hy\rangle=E_1\|y\|^2$. Its residual $w=Hy-E_1y$ is also orthogonal to $u$, so $q=\langle w,Hw\rangle-E_1\|w\|^2\ge0$. Applying the lower bound to $y-cw$, with $c$ real, gives
$$0\le-2c\|w\|^2+c^2q.$$
Choose $c=\|w\|^2/(q+1)$. The right-hand side becomes $-c^2(q+2)$, so $c=0$ and therefore $w=0$. In Lean, `ex` supplies the quadratic expansion and `nlinarith` extracts $c^2=0$.

The theorem `feynman_bijl_witness` gives an example: $H=\mathrm{diag}(0,\Delta)$, $u=(1,0)$, and `flip`, the Pauli matrix $\sigma_x$, as $A$. Then $m=0$, $s=1$ and $\varphi=(0,1)$. The double commutator has mean $2\Delta$, so the bound equals $\Delta$, the exact gap when $\Delta>0$.
